# Least energies of half-filled tight-binding rings in a flux, for 4n+2 and 4n sites

## A ring of π electrons in a magnetic field

A conjugated ring is placed in a magnetic field perpendicular to its plane. In the London–Hückel picture each of the $N$ atoms carries one orbital and contributes one electron, and the field enters through the phases that an electron collects as it hops around the ring. How does the energy depend on the flux, and why should benzene and square cyclobutadiene respond differently?

Let $\phi$ be the total phase around the ring, which is $2\pi$ times the flux in units of $h/e$. Spread evenly over the bonds, it gives

$$(H\psi)(x) = -t\left[e^{i\phi/N}\psi(x+1) + e^{-i\phi/N}\psi(x-1)\right],$$

with $x$ counted modulo $N$. The constant $t>0$ is the strength of the bond, the magnitude of Hückel's resonance integral; its sign makes the in-phase combination of neighbouring orbitals the bonding one. Energies are counted from that of a single atomic orbital, Hückel's $\alpha$.

## The two energies

With $N$ electrons placed in pairs, the least energy is

$$E=-4t\,\frac{\cos(\phi/N)}{\sin(\pi/N)}\quad (N=4n+2,\ |\phi|\le\pi),$$

$$E=-4t\,\frac{\cos((\phi-\pi)/N)}{\sin(\pi/N)}\quad (N=4n,\ n\ge1,\ 0\le\phi\le2\pi).$$

At zero flux these give $-8t$ for six sites and $-4t$ for four. As $\phi$ grows from zero, the first energy rises and the second falls. For non-interacting electrons on a rigid ring with equal bonds, this is the contrast between diamagnetic and paramagnetic ring currents.

In Lean, `ringHamiltonian` is the operator $H$ on functions `ZMod N → ℂ`, and `level` is the one-electron energy

$$\varepsilon_k=-2t\cos\theta_k,\qquad \theta_k=\frac{2\pi k+\phi}{N}.$$

The set `zone N` holds $N$ consecutive integers $k$; for $N=2m$ they run from $-m$ to $m-1$. A member of `halfFilledEnergies` is twice the sum of $\varepsilon_k$ over a set $S$ of momenta in the zone with $2|S|=N$. `IsLeast` says that the stated value is one of these energies and that none is lower.

The theorem for $4n+2$ sites also admits $n=0$, a two-site ring whose two bonds join the same pair of atoms. For $4n$ sites, the condition $n\ge1$ excludes the empty ring, and the theorem states that the sine in the denominator is positive.

The many-electron energy is defined as a sum of levels, not derived from a Hamiltonian on Fock space. Electron repulsion, bond alternation and the Zeeman energy are absent.

## From plane waves to a closed sum

The plane wave $\psi_k(x)=e^{2\pi ikx/N}$ gains a factor $e^{\pm2\pi ik/N}$ when $x$ changes by $\pm1$. Hence

$$H\psi_k=-t\left(e^{i\theta_k}+e^{-i\theta_k}\right)\psi_k=\varepsilon_k\psi_k.$$

These waves are unnormalised; dividing by $\sqrt N$ gives unit vectors.

Write $N=2m$ and fill the window $W=\{a,\dots,a+m-1\}$, with $-m\le a\le0$. Since $\theta_k+\pi/N=\theta_{k+1}-\pi/N$, the sum of

$$2\sin(\pi/N)\cos\theta_k=\sin(\theta_k+\pi/N)-\sin(\theta_k-\pi/N)$$

telescopes. Put $\delta=\phi+\pi(2a+m-1)$, so that $\delta/N$ is the mean angle of the window. The two surviving arguments are $\delta/N\pm\pi/2$, and therefore

$$2\sin(\pi/N)\sum_{k\in W}\cos\theta_k=2\cos(\delta/N),\qquad
2\sum_{k\in W}\varepsilon_k=-4t\,\frac{\cos(\delta/N)}{\sin(\pi/N)}.$$

## Why no other filling is lower

Suppose $|\delta|\le\pi$, so that the mean angle of the window lies within $\pi/N$ of the band minimum at angle zero, which is half the spacing of neighbouring angles. Its angles run from $\delta/N-\pi/2+\pi/N$ to $\delta/N+\pi/2-\pi/N$. They lie in $[-\pi/2,\pi/2]$, where the cosine is nonnegative, so $\varepsilon_k\le0$ in $W$.

The zone momenta above the window have angles in $[\pi/2,3\pi/2]$, and those below it have angles in $[-3\pi/2,-\pi/2]$. There $\varepsilon_k\ge0$. For any allowed $S$,

$$\sum_{k\in S}\varepsilon_k\ \ge\sum_{k\in S\cap W}\varepsilon_k\ \ge\ \sum_{k\in W}\varepsilon_k.$$

The first step drops nonnegative levels and the second adds nonpositive ones.

Both kinds of ring use $a=-n$. For $N=4n+2$ we have $m=2n+1$ and $\delta=\phi$; for $N=4n$ we have $m=2n$ and $\delta=\phi-\pi$. The condition $|\delta|\le\pi$ then becomes the stated range of flux.

## The Lean file

```lean
import Mathlib

open Real

namespace HalfFilledFluxRing

noncomputable section

/-- The ring Hamiltonian with hopping `-t`, the total flux `φ` being spread evenly over the
`N` bonds as Peierls phases. -/
def ringHamiltonian (N : ℕ) (t φ : ℝ) (ψ : ZMod N → ℂ) : ZMod N → ℂ := fun x =>
  -(t : ℂ) * (Complex.exp (Complex.I * φ / N) * ψ (x + 1)
    + Complex.exp (-(Complex.I * φ / N)) * ψ (x - 1))

/-- The plane wave `exp (2 π i k x / N)` on the ring. -/
def planeWave (N : ℕ) [NeZero N] (k : ℤ) : ZMod N → ℂ := fun x =>
  ZMod.stdAddChar ((k : ZMod N) * x)

/-- The one-electron level of momentum number `k` at flux `φ`. -/
def level (N : ℕ) (t φ : ℝ) (k : ℤ) : ℝ := -2 * t * Real.cos ((2 * π * k + φ) / N)

/-- The `N` momentum numbers of the first Brillouin zone. -/
def zone (N : ℕ) : Finset ℤ := Finset.Ico (-((N : ℤ) / 2)) ((N : ℤ) - (N : ℤ) / 2)

/-- The energies obtained by placing `N` electrons in pairs in distinct levels of the ring. -/
def halfFilledEnergies (N : ℕ) (t φ : ℝ) : Set ℝ :=
  {E | ∃ S : Finset ℤ, S ⊆ zone N ∧ 2 * S.card = N ∧ E = 2 * ∑ k ∈ S, level N t φ k}

/-- Each plane wave is an eigenvector of the ring Hamiltonian, with its level as eigenvalue. -/
theorem hamiltonian_planeWave (N : ℕ) [NeZero N] (t φ : ℝ) (k : ℤ) :
    ringHamiltonian N t φ (planeWave N k) = (level N t φ k : ℂ) • planeWave N k := by
  funext x
  have h1 : (ZMod.stdAddChar ((k : ZMod N) * (x + 1)) : ℂ)
      = ZMod.stdAddChar ((k : ZMod N) * x) * Complex.exp (2 * π * Complex.I * k / N) := by
    rw [mul_add, mul_one, AddChar.map_add_eq_mul, ZMod.stdAddChar_coe]
  have h2 : (ZMod.stdAddChar ((k : ZMod N) * (x - 1)) : ℂ)
      = ZMod.stdAddChar ((k : ZMod N) * x) * Complex.exp (2 * π * Complex.I * (-k) / N) := by
    have e : (k : ZMod N) * (x - 1) = k * x + ((-k : ℤ) : ZMod N) := by push_cast; ring
    rw [e, AddChar.map_add_eq_mul, ZMod.stdAddChar_coe, Int.cast_neg]
  -- the two hops combine to a cosine
  have hc : 2 * Complex.cos ((2 * π * k + φ) / N)
      = Complex.exp (Complex.I * φ / N) * Complex.exp (2 * π * Complex.I * k / N)
        + Complex.exp (-(Complex.I * φ / N)) * Complex.exp (2 * π * Complex.I * (-k) / N) := by
    rw [Complex.two_cos, ← Complex.exp_add, ← Complex.exp_add]
    congr 2 <;> ring
  simp only [ringHamiltonian, planeWave, Pi.smul_apply, smul_eq_mul, level]
  rw [h1, h2]
  push_cast
  linear_combination ((t : ℂ) * ZMod.stdAddChar ((k : ZMod N) * x)) * hc

/-- Plane waves with different momentum numbers in the Brillouin zone are orthogonal. -/
theorem planeWave_orthogonal (N : ℕ) [NeZero N] (k l : ℤ) (hk : k ∈ zone N) (hl : l ∈ zone N)
    (hkl : k ≠ l) : ∑ x, starRingEnd ℂ (planeWave N k x) * planeWave N l x = 0 := by
  have hne : (l : ZMod N) ≠ (k : ZMod N) := by
    intro h
    rw [ZMod.intCast_eq_intCast_iff_dvd_sub] at h
    obtain ⟨c, hc⟩ := h
    simp only [zone, Finset.mem_Ico] at hk hl
    have b1 : k - l < N := by omega
    have b2 : -(N : ℤ) < k - l := by omega
    have c1 : c < 1 := by by_contra h; nlinarith
    have c2 : -1 < c := by by_contra h; nlinarith
    have c0 : c = 0 := by omega
    rw [c0, mul_zero] at hc
    omega
  have hterm : ∀ x : ZMod N, starRingEnd ℂ (planeWave N k x) * planeWave N l x
      = ZMod.stdAddChar (x * ((l : ZMod N) - (k : ZMod N))) := by
    intro x
    simp only [planeWave]
    rw [← AddChar.map_neg_eq_conj, ← AddChar.map_add_eq_mul]
    congr 1
    ring
  rw [Finset.sum_congr rfl (fun x _ => hterm x),
    AddChar.sum_mulShift _ (ZMod.isPrimitive_stdAddChar N)]
  simp [sub_eq_zero, hne]

/-- The cosines of `m` consecutive momenta, multiplied by `2 sin (π / q)`, telescope. -/
theorem window_sum (q φ : ℝ) (a : ℤ) (m : ℕ) :
    2 * Real.sin (π / q) * ∑ k ∈ Finset.Ico a (a + (m : ℤ)), Real.cos ((2 * π * k + φ) / q)
      = Real.sin ((2 * π * (a + (m : ℝ)) + φ - π) / q)
        - Real.sin ((2 * π * a + φ - π) / q) := by
  induction m with
  | zero => simp
  | succ m ih =>
    have hset : Finset.Ico a (a + ((m + 1 : ℕ) : ℤ))
        = insert (a + (m : ℤ)) (Finset.Ico a (a + (m : ℤ))) := by
      ext k
      simp only [Finset.mem_Ico, Finset.mem_insert]
      omega
    have e1 : (2 * π * (a + ((m + 1 : ℕ) : ℝ)) + φ - π) / q
        = (2 * π * ((a + (m : ℤ) : ℤ) : ℝ) + φ) / q + π / q := by push_cast; ring
    have e2 : (2 * π * (a + (m : ℝ)) + φ - π) / q
        = (2 * π * ((a + (m : ℤ) : ℤ) : ℝ) + φ) / q - π / q := by push_cast; ring
    rw [hset, Finset.sum_insert (by simp), mul_add, ih, e1, e2, Real.sin_add, Real.sin_sub]
    ring

/-- On a ring of `2m` sites, if the window of `m` momenta starting at `a` is centred on the band
minimum to within half a level spacing, the least half-filled energy has the stated closed form,
with positive denominator. -/
theorem half_filling_window (m : ℕ) (hm : 1 ≤ m) (a : ℤ) (ha : -(m : ℤ) ≤ a) (ha0 : a ≤ 0)
    (t φ : ℝ) (ht : 0 < t) (hφ : |φ + π * (2 * a + m - 1)| ≤ π) :
    0 < Real.sin (π / (2 * m)) ∧ IsLeast (halfFilledEnergies (2 * m) t φ)
      (-4 * t * Real.cos ((φ + π * (2 * a + m - 1)) / (2 * m)) / Real.sin (π / (2 * m))) := by
  have hp := Real.pi_pos
  have hm1 : (1 : ℝ) ≤ m := by exact_mod_cast hm
  have hm0 : (0 : ℝ) < m := by linarith
  have hq : (0 : ℝ) < 2 * m := by linarith
  have hN : ((2 * m : ℕ) : ℝ) = 2 * m := by norm_num
  obtain ⟨h1, h2⟩ := abs_le.mp hφ
  have mono : ∀ x y : ℝ, x ≤ y → π * x ≤ π * y := fun x y h =>
    mul_le_mul_of_nonneg_left h hp.le
  have hsin : 0 < Real.sin (π / (2 * m)) := by
    apply Real.sin_pos_of_pos_of_lt_pi (by positivity)
    rw [div_lt_iff₀ hq]
    nlinarith [mono _ _ hm1]
  have haR : -(m : ℝ) ≤ a := by exact_mod_cast ha
  have ha0R : (a : ℝ) ≤ 0 := by exact_mod_cast ha0
  -- levels inside the window are not positive
  have hocc : ∀ k ∈ Finset.Ico a (a + (m : ℤ)), level (2 * m) t φ k ≤ 0 := by
    intro k hk
    rw [Finset.mem_Ico] at hk
    have k1 : (a : ℝ) ≤ k := by exact_mod_cast hk.1
    have k2 : (k : ℝ) + 1 ≤ a + m := by exact_mod_cast hk.2
    have hc : 0 ≤ Real.cos ((2 * π * k + φ) / (2 * m)) := by
      apply Real.cos_nonneg_of_neg_pi_div_two_le_of_le
      · rw [le_div_iff₀ hq]; nlinarith [mono _ _ k1]
      · rw [div_le_iff₀ hq]; nlinarith [mono _ _ k2]
    simp only [level, hN]
    nlinarith [mul_nonneg ht.le hc]
  -- levels outside the window are not negative
  have hemp : ∀ k ∈ zone (2 * m), k ∉ Finset.Ico a (a + (m : ℤ)) →
      0 ≤ level (2 * m) t φ k := by
    intro k hk hka
    simp only [zone, Finset.mem_Ico] at hk hka
    have z1 : -(m : ℤ) ≤ k := by omega
    have z2 : k + 1 ≤ (m : ℤ) := by omega
    have z1R : -(m : ℝ) ≤ k := by exact_mod_cast z1
    have z2R : (k : ℝ) + 1 ≤ m := by exact_mod_cast z2
    have hc : Real.cos ((2 * π * k + φ) / (2 * m)) ≤ 0 := by
      rcases lt_or_ge k a with h | h
      · have k1 : (k : ℝ) + 1 ≤ a := by exact_mod_cast h
        rw [← Real.cos_neg, ← neg_div]
        apply Real.cos_nonpos_of_pi_div_two_le_of_le
        · rw [le_div_iff₀ hq]; nlinarith [mono _ _ k1]
        · rw [div_le_iff₀ hq]; nlinarith [mono _ _ z1R, mono _ _ ha0R]
      · have k2' : a + (m : ℤ) ≤ k := by omega
        have k2 : (a : ℝ) + m ≤ k := by exact_mod_cast k2'
        apply Real.cos_nonpos_of_pi_div_two_le_of_le
        · rw [le_div_iff₀ hq]; nlinarith [mono _ _ k2]
        · rw [div_le_iff₀ hq]; nlinarith [mono _ _ z2R, mono _ _ haR]
    simp only [level, hN]
    nlinarith [mul_nonneg ht.le (neg_nonneg.mpr hc)]
  -- closed form of the window energy
  have hE : 2 * ∑ k ∈ Finset.Ico a (a + (m : ℤ)), level (2 * m) t φ k
      = -4 * t * Real.cos ((φ + π * (2 * a + m - 1)) / (2 * m)) / Real.sin (π / (2 * m)) := by
    have hs := window_sum (2 * m) φ a m
    have e1 : (2 * π * (a + (m : ℝ)) + φ - π) / (2 * m)
        = (φ + π * (2 * a + m - 1)) / (2 * m) + π / 2 := by field_simp; ring
    have e2 : (2 * π * a + φ - π) / (2 * m)
        = (φ + π * (2 * a + m - 1)) / (2 * m) - π / 2 := by field_simp; ring
    rw [e1, e2, Real.sin_add_pi_div_two, Real.sin_sub_pi_div_two] at hs
    simp only [level, hN]
    rw [← Finset.mul_sum, eq_div_iff hsin.ne']
    linear_combination (-2 * t) * hs
  refine ⟨hsin, ⟨Finset.Ico a (a + (m : ℤ)), ?_, by simp, hE.symm⟩, ?_⟩
  · intro k hk
    simp only [zone, Finset.mem_Ico] at hk ⊢
    omega
  · rintro E ⟨S, hS, -, rfl⟩
    rw [← hE]
    -- compare both fillings with their common part
    have i1 := Finset.sum_le_sum_of_subset_of_nonneg
      (f := fun k => -level (2 * m) t φ k)
      (Finset.inter_subset_left (s₁ := Finset.Ico a (a + (m : ℤ))) (s₂ := S))
      (fun k hk _ => neg_nonneg.mpr (hocc k hk))
    have i2 := Finset.sum_le_sum_of_subset_of_nonneg
      (f := fun k => level (2 * m) t φ k)
      (Finset.inter_subset_right (s₁ := Finset.Ico a (a + (m : ℤ))) (s₂ := S))
      (fun k hk hn => hemp k (hS hk) (fun h => hn (Finset.mem_inter.mpr ⟨h, hk⟩)))
    simp only [Finset.sum_neg_distrib] at i1
    linarith

/-- For `N = 4n+2` sites and `|φ| ≤ π`, the least half-filled energy is
`-4t cos(φ/N) / sin(π/N)`. -/
theorem energy_four_n_add_two (n : ℕ) (t φ : ℝ) (ht : 0 < t) (hφ : |φ| ≤ π) :
    IsLeast (halfFilledEnergies (4 * n + 2) t φ)
      (-4 * t * Real.cos (φ / (4 * n + 2)) / Real.sin (π / (4 * n + 2))) := by
  have hd : φ + π * (2 * ((-(n : ℤ) : ℤ) : ℝ) + ((2 * n + 1 : ℕ) : ℝ) - 1) = φ := by
    push_cast; ring
  have hq : (2 : ℝ) * ((2 * n + 1 : ℕ) : ℝ) = 4 * n + 2 := by push_cast; ring
  have h := half_filling_window (2 * n + 1) (by omega) (-(n : ℤ)) (by omega) (by omega) t φ ht
    (by rw [hd]; exact hφ)
  rw [hd, hq, show 2 * (2 * n + 1) = 4 * n + 2 by ring] at h
  exact h.2

/-- For `N = 4n` sites, `n ≥ 1` and `0 ≤ φ ≤ 2π`, the least half-filled energy is
`-4t cos((φ-π)/N) / sin(π/N)`, with positive denominator. -/
theorem energy_four_n (n : ℕ) (hn : 1 ≤ n) (t φ : ℝ) (ht : 0 < t) (h0 : 0 ≤ φ)
    (h1 : φ ≤ 2 * π) :
    0 < Real.sin (π / (4 * n)) ∧ IsLeast (halfFilledEnergies (4 * n) t φ)
      (-4 * t * Real.cos ((φ - π) / (4 * n)) / Real.sin (π / (4 * n))) := by
  have hd : φ + π * (2 * ((-(n : ℤ) : ℤ) : ℝ) + ((2 * n : ℕ) : ℝ) - 1) = φ - π := by
    push_cast; ring
  have hq : (2 : ℝ) * ((2 * n : ℕ) : ℝ) = 4 * n := by push_cast; ring
  have h := half_filling_window (2 * n) (by omega) (-(n : ℤ)) (by omega) (by omega) t φ ht
    (by rw [hd, abs_le]; constructor <;> linarith)
  rw [hd, hq, show 2 * (2 * n) = 4 * n by ring] at h
  exact h

end

end HalfFilledFluxRing
```

```lean
#print axioms HalfFilledFluxRing.hamiltonian_planeWave
-- 'HalfFilledFluxRing.hamiltonian_planeWave' depends on axioms: [propext, Classical.choice, Quot.sound]
#print axioms HalfFilledFluxRing.planeWave_orthogonal
-- 'HalfFilledFluxRing.planeWave_orthogonal' depends on axioms: [propext, Classical.choice, Quot.sound]
#print axioms HalfFilledFluxRing.energy_four_n_add_two
-- 'HalfFilledFluxRing.energy_four_n_add_two' depends on axioms: [propext, Classical.choice, Quot.sound]
#print axioms HalfFilledFluxRing.energy_four_n
-- 'HalfFilledFluxRing.energy_four_n' depends on axioms: [propext, Classical.choice, Quot.sound]
```

## How the proof follows the derivation

`hamiltonian_planeWave` computes the two shifted waves in `h1` and `h2`, joins the exponentials into a cosine in `hc`, and finishes with `linear_combination`. `planeWave_orthogonal` shows that distinct zone momenta differ modulo $N$, and then uses the vanishing sum of a nontrivial character. The $N$ momenta of the zone thus label mutually orthogonal states.

`window_sum` is the telescoping identity, proved by induction on the number of momenta: each step adds one momentum and expands the sines of $\theta_k\pm\pi/N$, with a real number `q` in the place of $N$.

`half_filling_window` carries the main argument. Its steps `hocc` and `hemp` establish the signs inside and outside the window, with `nlinarith` checking the bounds on the angles. The step `hE` turns the telescoped sum into the closed form. In the last part, `i1` and `i2` are the two inequalities through $S\cap W$, and `linarith` combines them. The two final theorems substitute $a=-n$ and simplify $\delta$.

## Filling the two spins separately

The model could instead give each spin its own set of momenta, $S_\uparrow$ and $S_\downarrow$, with $|S_\uparrow|+|S_\downarrow|=N$. This would admit spin-polarised fillings and odd rings. For even $N$ the minimum would stay the same, because the comparison with $W$ applies to each spin separately and makes no use of the number of electrons.
